# The two-sided self-energy formula for diagonal blocks of an inverse block tridiagonal matrix

A chain has $N$ sites, numbered $0,\dots,N-1$. Each site carries a block of orbitals, and all blocks have the same finite size. The onsite block at site $k$ is $A_k$, the upper coupling $B_k$ stands in row $k$ and column $k+1$, and the lower coupling $C_k$ stands in row $k+1$ and column $k$. All other blocks of the full matrix $T$ are zero.

For a non-interacting Hamiltonian $H$ in an orthonormal basis at complex energy $z$, one takes $T=z-H$, so that $A_k=z-H_{kk}$, $B_k=-H_{k,k+1}$ and $C_k=-H_{k+1,k}$. If $z$ is not an eigenvalue of $H$, then $T^{-1}$ is the Green function. The theorems allow arbitrary complex blocks: nothing is assumed Hermitian, and $C_k$ need not be the adjoint of $B_k$.

```lean
import Mathlib

open Matrix

namespace TwoSidedSelfEnergy

noncomputable section

variable {m p : Type*} [Fintype m] [DecidableEq m]
```

The type `m` labels the orbitals within one block, and `Fintype m` says that there are finitely many. The type `p` labels the columns of a rectangular matrix $X$ on which $T$ will act.

## The chain and its self-energies

```lean
/-- Block `(k, j)` of a chain with onsite blocks `A`, upper couplings `B` and lower couplings `C`. -/
def chainBlock (A B C : ℕ → Matrix m m ℂ) (k j : ℕ) : Matrix m m ℂ :=
  (if j = k then A k else 0) + (if j = k + 1 then B k else 0) + (if k = j + 1 then C j else 0)
```

Block $(k,j)$ is $A_k$ if $j=k$, $B_k$ if $j=k+1$, $C_j$ if $k=j+1$, and zero otherwise. The three families are functions on all natural numbers, but a chain of $N$ sites uses only the entries that fit into it.

```lean
/-- The block tridiagonal matrix of a chain of `N` blocks. -/
def blockTridiag (A B C : ℕ → Matrix m m ℂ) (N : ℕ) : Matrix (Fin N × m) (Fin N × m) ℂ :=
  Matrix.of fun x y => chainBlock A B C x.1 y.1 x.2 y.2
```

This is $T$ as an ordinary complex matrix. A row or column index is a pair in `Fin N × m`, a site and an orbital; `x.1` is the site and `x.2` the orbital.

```lean
/-- The diagonal block of a matrix at site `i`. -/
def diagBlock {N : ℕ} (M : Matrix (Fin N × m) (Fin N × m) ℂ) (i : Fin N) : Matrix m m ℂ :=
  Matrix.of fun a b => M (i, a) (i, b)
```

`diagBlock M i` is the block $M_{ii}$. Applied to $T^{-1}$, it gives the Green function block $G_{ii}$.

```lean
/-- Self-energy at site `k` of the segment to its left, by left-to-right elimination. -/
def leftSigma (A B C : ℕ → Matrix m m ℂ) : ℕ → Matrix m m ℂ
  | 0 => 0
  | k + 1 => C k * (A k - leftSigma A B C k)⁻¹ * B k
```

The left self-energy is defined by recursion along the chain:
$$\Sigma^L_0=0,\qquad \Sigma^L_{k+1}=C_k\,(A_k-\Sigma^L_k)^{-1}B_k .$$
The matrix $A_k-\Sigma^L_k$ is the pivot of left-to-right block elimination at site $k$.

```lean
/-- Self-energy at site `k` of the `r` blocks to its right, by right-to-left elimination. -/
def rightSigma (A B C : ℕ → Matrix m m ℂ) : ℕ → ℕ → Matrix m m ℂ
  | 0, _ => 0
  | r + 1, k => B k * (A (k + 1) - rightSigma A B C r (k + 1))⁻¹ * C k
```

The right self-energy has two arguments, the number $r$ of blocks to the right and the site $k$:
$$\Sigma^R_0(k)=0,\qquad \Sigma^R_{r+1}(k)=B_k\,\bigl(A_{k+1}-\Sigma^R_r(k+1)\bigr)^{-1}C_k .$$
Counting the remaining blocks lets the recursion run downwards to the end of the chain. Lean assigns a value to the inverse of a singular matrix too, so the theorems assume that the pivots they use are invertible.

```lean
/-- The rows of `X` belonging to site `k`, and zero beyond the end of the chain. -/
def slab {N : ℕ} (X : Matrix (Fin N × m) p ℂ) (k : ℕ) : Matrix m p ℂ :=
  Matrix.of fun a c => if h : k < N then X (⟨k, h⟩, a) c else 0
```

`slab X k` is the block row $X_k$ of $X$. It is set to zero for $k\ge N$, which supplies the boundary condition $X_N=0$ at the right end.

```lean
/-- The amplitude arriving at a site from its left neighbour, zero at the first site. -/
def fromLeft (C : ℕ → Matrix m m ℂ) (Y : ℕ → Matrix m p ℂ) : ℕ → Matrix m p ℂ
  | 0 => 0
  | k + 1 => C k * Y k
```

`fromLeft C Y k` is $C_{k-1}Y_{k-1}$ for $k\ge1$ and zero for $k=0$, where there is no left neighbour.

## One block row at a time

```lean
variable (A B C : ℕ → Matrix m m ℂ)

omit [DecidableEq m] in
/-- Each block row of the chain couples a site only to itself and its two neighbours. -/
theorem slab_mul {N : ℕ} (X : Matrix (Fin N × m) p ℂ) (k : ℕ) (h : k < N) :
    slab (blockTridiag A B C N * X) k =
      fromLeft C (slab X) k + A k * slab X k + B k * slab X (k + 1) := by
  have key : slab (blockTridiag A B C N * X) k =
      ∑ j ∈ Finset.range N, chainBlock A B C k j * slab X j := by
    rw [← Fin.sum_univ_eq_sum_range (fun j => chainBlock A B C k j * slab X j) N]
    ext a c
    simp [slab, h, blockTridiag, Matrix.mul_apply, Matrix.sum_apply, Fintype.sum_prod_type]
  have pick : ∀ (l : ℕ) (M : Matrix m m ℂ),
      ∑ j ∈ Finset.range N, (if j = l then M else 0) * slab X j = M * slab X l := by
    intro l M
    rw [Finset.sum_eq_single l]
    · simp
    · intro j _ hj
      simp [hj]
    · intro hl
      have hl' : ¬ l < N := by simpa using hl
      have : slab X l = 0 := by ext a c; simp [slab, hl']
      rw [this, Matrix.mul_zero]
  rw [key]
  simp only [chainBlock, Matrix.add_mul, Finset.sum_add_distrib, pick]
  cases k with
  | zero => simp [fromLeft]
  | succ k =>
    have hC : ∀ j, (if k + 1 = j + 1 then C j else 0) = (if j = k then C k else 0) := by
      intro j
      by_cases hj : j = k
      · simp [hj]
      · simp [hj, Ne.symm hj]
    simp only [hC, pick, fromLeft]
    abel
```

For every site $k<N$ the theorem states
$$(TX)_k=C_{k-1}X_{k-1}+A_kX_k+B_kX_{k+1},$$
where the first term is absent at $k=0$ and the last vanishes at $k=N-1$.

By hand, one writes $(TX)_k=\sum_{j<N}T_{kj}X_j$ and keeps the blocks that are not zero. In the proof, `key` is this sum and `pick` evaluates a sum containing a Kronecker delta. If the delta selects a site beyond the chain, both sides are zero. The split on `k` separates the first site from the others.

```lean
omit [DecidableEq m] in
private lemma row_solve {S P : Matrix m m ℂ} {Y Z : Matrix m p ℂ}
    (e : Z + P * Y + -(S * Y) = 0) : (P - S) * Y = -Z := by
  apply eq_neg_of_add_eq_zero_left
  rw [Matrix.sub_mul, ← e]
  abel
```

This is a rearrangement: if $Z+PY-SY=0$, then $(P-S)Y=-Z$.

```lean
private lemma solve {P : Matrix m m ℂ} {Y Z : Matrix m p ℂ} (hP : IsUnit P)
    (h : P * Y = Z) : Y = P⁻¹ * Z := by
  rw [← h, ← Matrix.mul_assoc,
    Matrix.nonsing_inv_mul _ ((Matrix.isUnit_iff_isUnit_det _).1 hP), Matrix.one_mul]
```

If $P$ is invertible and $PY=Z$, then $Y=P^{-1}Z$. `IsUnit P` is Lean's way of saying that $P$ is invertible.

## Folding the two segments into site $i$

```lean
/-- If the left pivots before site `i` are invertible and the chain equations there have no source,
then at every site up to `i` the coupling to the left neighbour acts as minus the left self-energy.
-/
theorem left_fold {i : ℕ} {Y : ℕ → Matrix m p ℂ}
    (hL : ∀ k < i, IsUnit (A k - leftSigma A B C k))
    (hY : ∀ k < i, fromLeft C Y k + A k * Y k + B k * Y (k + 1) = 0) :
    ∀ k ≤ i, fromLeft C Y k = -(leftSigma A B C k * Y k) := by
  intro k
  induction k with
  | zero => intro _; simp [fromLeft, leftSigma]
  | succ k ih =>
    intro hk
    have e := hY k (by omega)
    rw [ih (by omega)] at e
    have s := row_solve (S := leftSigma A B C k) (P := A k) (Y := Y k)
      (Z := B k * Y (k + 1)) (by rw [← e]; abel)
    change C k * Y k = -(C k * (A k - leftSigma A B C k)⁻¹ * B k * Y (k + 1))
    rw [solve (hL k (by omega)) s]
    simp only [Matrix.mul_neg, Matrix.mul_assoc]
```

Suppose that the pivots left of site $i$ are invertible and that the chain equations there have no source:
$$C_{k-1}Y_{k-1}+A_kY_k+B_kY_{k+1}=0\qquad(k<i).$$
The claim is $C_{k-1}Y_{k-1}=-\Sigma^L_kY_k$ for all $k\le i$, by induction on $k$. At $k=0$ both sides vanish. If the claim holds at $k<i$, the equation of row $k$ becomes
$$(A_k-\Sigma^L_k)Y_k=-B_kY_{k+1},\qquad\text{so}\qquad Y_k=-(A_k-\Sigma^L_k)^{-1}B_kY_{k+1}.$$
Multiplication by $C_k$ from the left gives $C_kY_k=-\Sigma^L_{k+1}Y_{k+1}$, the claim at $k+1$. In Lean, `ih` is the induction hypothesis, `row_solve` gives the first equation and `solve` the second.

```lean
/-- If the right pivots beyond site `i` are invertible, the chain equations there have no source and
`Y` vanishes at `N`, then from site `i` onwards the coupling to the right neighbour acts as minus
the right self-energy. -/
theorem right_fold {N i : ℕ} {Y : ℕ → Matrix m p ℂ}
    (hR : ∀ k s, i < k → k + s + 1 = N → IsUnit (A k - rightSigma A B C s k))
    (hY : ∀ k, i < k → k < N → fromLeft C Y k + A k * Y k + B k * Y (k + 1) = 0)
    (hN : Y N = 0) :
    ∀ r k, i ≤ k → k + r + 1 = N → B k * Y (k + 1) = -(rightSigma A B C r k * Y k) := by
  intro r
  induction r with
  | zero =>
    intro k _ hk
    have : k + 1 = N := by omega
    rw [this, hN]
    simp [rightSigma]
  | succ r ih =>
    intro k hik hk
    have e : C k * Y k + A (k + 1) * Y (k + 1) + B (k + 1) * Y (k + 1 + 1) = 0 :=
      hY (k + 1) (by omega) (by omega)
    rw [ih (k + 1) (by omega) (by omega)] at e
    have s := row_solve e
    change B k * Y (k + 1) =
      -(B k * (A (k + 1) - rightSigma A B C r (k + 1))⁻¹ * C k * Y k)
    rw [solve (hR (k + 1) r (by omega) (by omega)) s]
    simp only [Matrix.mul_neg, Matrix.mul_assoc]
```

On the right the claim is $B_kY_{k+1}=-\Sigma^R_r(k)Y_k$ for $k\ge i$, where $k+r+1=N$ says that $r$ blocks lie to the right of $k$. The induction is on $r$. For $r=0$ we have $Y_{k+1}=Y_N=0$, and the self-energy is zero. For $r+1$ blocks, the equation of row $k+1$ and the induction hypothesis at that site give
$$C_kY_k+\bigl(A_{k+1}-\Sigma^R_r(k+1)\bigr)Y_{k+1}=0 .$$
Solving for $Y_{k+1}$ and multiplying by $B_k$ from the left gives $B_kY_{k+1}=-\Sigma^R_{r+1}(k)Y_k$.

```lean
variable {N r : ℕ} (i : Fin N) (hr : (i : ℕ) + r + 1 = N)
  (hL : ∀ k < (i : ℕ), IsUnit (A k - leftSigma A B C k))
  (hR : ∀ k s, (i : ℕ) < k → k + s + 1 = N → IsUnit (A k - rightSigma A B C s k))

include hr hL hR

/-- With invertible pivots on both sides of site `i` and sources only at site `i`, the amplitude
there obeys a closed equation containing the left and right self-energies. -/
theorem effective_equation (X : Matrix (Fin N × m) p ℂ)
    (h0 : ∀ k < N, k ≠ i → slab (blockTridiag A B C N * X) k = 0) :
    (A i - leftSigma A B C i - rightSigma A B C r i) * slab X i =
      slab (blockTridiag A B C N * X) i := by
  have l := left_fold A B C (Y := slab X) hL (fun k hk =>
    (slab_mul A B C X k (by omega)).symm.trans (h0 k (by omega) (by omega))) i le_rfl
  have q := right_fold A B C (Y := slab X) hR (fun k hk hkN =>
    (slab_mul A B C X k hkN).symm.trans (h0 k hkN (by omega)))
    (by ext a c; simp [slab]) r i le_rfl hr
  rw [slab_mul A B C X i i.isLt, l, q, Matrix.sub_mul, Matrix.sub_mul]
  abel
```

The `variable` lines fix the assumptions for the remaining theorems. Site `i` has exactly $r$ blocks to its right (`hr`), the left pivots at sites $k<i$ are invertible (`hL`), and so are the right pivots at sites $k>i$ (`hR`). For $z-H$, successive invertible pivots mean that $z$ is not an eigenvalue of any of the isolated end segments built up during the elimination. With Hermitian $H$ and $z$ off the real axis, this is always so.

The theorem says that if $(TX)_k=0$ at every site $k\ne i$, then
$$\bigl(A_i-\Sigma^L_i-\Sigma^R_r(i)\bigr)X_i=(TX)_i .$$
To see this, write out row $i$ and replace its two neighbour terms by the folding results:
$$(TX)_i=C_{i-1}X_{i-1}+A_iX_i+B_iX_{i+1}=-\Sigma^L_iX_i+A_iX_i-\Sigma^R_r(i)X_i .$$
In the proof, `l` and `q` are the two replacements.

## The diagonal block of the inverse

```lean
/-- **Two-sided self-energy formula.** When the chain matrix and the pivots on both sides of site
`i` are invertible, the diagonal block of the inverse at site `i` is invertible, and its inverse is
the onsite block minus the left and right self-energies. -/
theorem inverse_diagBlock (hT : IsUnit (blockTridiag A B C N)) :
    IsUnit (diagBlock (blockTridiag A B C N)⁻¹ i) ∧
      (diagBlock (blockTridiag A B C N)⁻¹ i)⁻¹ =
        A i - leftSigma A B C i - rightSigma A B C r i := by
  -- the block column of the inverse solves the chain equations with a unit source at `i`
  have hX : blockTridiag A B C N * (blockTridiag A B C N)⁻¹.submatrix id (fun a => (i, a)) =
      (1 : Matrix (Fin N × m) (Fin N × m) ℂ).submatrix id (fun a => (i, a)) := by
    rw [← Matrix.mul_nonsing_inv _ ((Matrix.isUnit_iff_isUnit_det _).1 hT)]
    ext x a
    simp only [Matrix.mul_apply, Matrix.submatrix_apply, id]
  have e := effective_equation A B C i hr hL hR
    ((blockTridiag A B C N)⁻¹.submatrix id (fun a => (i, a))) (by
      intro k hk hki
      rw [hX]
      ext a c
      simp [slab, hk, Fin.ext_iff, hki])
  have h1 : slab ((1 : Matrix (Fin N × m) (Fin N × m) ℂ).submatrix id
      (fun a => (i, a))) i = 1 := by
    ext a c
    simp [slab, Matrix.one_apply]
  have h2 : slab ((blockTridiag A B C N)⁻¹.submatrix id (fun a => (i, a))) i =
      diagBlock (blockTridiag A B C N)⁻¹ i := by
    ext a c
    simp [slab, diagBlock]
  rw [hX, h1, h2] at e
  have e' := mul_eq_one_comm.1 e
  exact ⟨⟨⟨_, _, e', e⟩, rfl⟩, Matrix.inv_eq_right_inv e'⟩
```

Assume also that $T$ is invertible (`hT`). The theorem has two conclusions: $G_{ii}=(T^{-1})_{ii}$ is invertible, and
$$(G_{ii})^{-1}=A_i-\Sigma^L_i-\Sigma^R_r(i).$$

Take for $X$ the $i$-th block column of $T^{-1}$. Then $TX$ is the $i$-th block column of the identity, which is `hX`: its block is $1$ at site $i$ and $0$ elsewhere. The effective equation therefore applies, and since $X_i=G_{ii}$ it reads
$$\bigl(A_i-\Sigma^L_i-\Sigma^R_r(i)\bigr)G_{ii}=1 .$$
For finite square matrices a one-sided inverse is two-sided. `mul_eq_one_comm` supplies this step, and the last line assembles both conclusions.

For a finite, non-interacting chain, the formula gives the local Green function block $G_{ii}$ by operations on matrices of block size only. If $H$ is Hermitian and $z=E+\mathrm{i}\eta$ with $\eta>0$, the diagonal elements of $G_{ii}$, through $-\tfrac1\pi\operatorname{Im}$, give the local density of states at energy $E$, with each level broadened into a Lorentzian of half-width $\eta$. Semi-infinite leads are not treated as limits, although a lead self-energy that is already known can be included in an end block $A_0$ or $A_{N-1}$.

For a single site, $N=1$, both self-energies vanish, the pivot conditions are empty, and the formula reduces to $(G_{00})^{-1}=A_0$.

## When the whole chain is invertible

```lean
/-- When the pivots on both sides of site `i` are invertible, the whole chain matrix is
invertible exactly when the onsite block minus both self-energies is. -/
theorem isUnit_iff_effective : IsUnit (blockTridiag A B C N) ↔
    IsUnit (A i - leftSigma A B C i - rightSigma A B C r i) := by
  constructor
  · intro hT
    have h := inverse_diagBlock A B C i hr hL hR hT
    rw [← h.2]
    exact Matrix.isUnit_nonsing_inv_iff.2 h.1
  intro hE
  have ker : ∀ X : Matrix (Fin N × m) Unit ℂ, blockTridiag A B C N * X = 0 → X = 0 := by
    intro X hX
    have z : ∀ k, slab (blockTridiag A B C N * X) k = 0 := by
      intro k; rw [hX]; ext a c; simp [slab]
    have row : ∀ k < N, fromLeft C (slab X) k + A k * slab X k + B k * slab X (k + 1) = 0 :=
      fun k hk => (slab_mul A B C X k hk).symm.trans (z k)
    have zi : slab X i = 0 := by
      have e := effective_equation A B C i hr hL hR X (fun k _ _ => z k)
      rw [solve hE (e.trans (z i)), Matrix.mul_zero]
    -- back-substitution to the left
    have down : ∀ d k, k + d = (i : ℕ) → slab X k = 0 := by
      intro d
      induction d with
      | zero => intro k hk; rw [show k = (i : ℕ) by omega]; exact zi
      | succ d ih =>
        intro k hk
        have e := row k (by omega)
        rw [left_fold A B C hL (fun k hk => row k (by omega)) k (by omega),
          ih (k + 1) (by omega), Matrix.mul_zero, add_zero] at e
        have s : (A k - leftSigma A B C k) * slab X k = 0 := by
          rw [Matrix.sub_mul, ← e]; abel
        rw [solve (hL k (by omega)) s, Matrix.mul_zero]
    -- back-substitution to the right
    have up : ∀ d, (i : ℕ) + d < N → slab X (i + d) = 0 := by
      intro d
      induction d with
      | zero => intro _; exact zi
      | succ d ih =>
        intro hd
        obtain ⟨s, hs⟩ : ∃ s, (i : ℕ) + d + 1 + s + 1 = N := ⟨N - (i + d + 2), by omega⟩
        have e : C (i + d) * slab X (i + d) + A (i + d + 1) * slab X (i + d + 1) +
            B (i + d + 1) * slab X (i + d + 1 + 1) = 0 := row (i + d + 1) (by omega)
        rw [right_fold A B C hR (fun k _ hk => row k hk) (by ext a c; simp [slab])
          s (i + d + 1) (by omega) hs, ih (by omega), Matrix.mul_zero] at e
        have q := row_solve e
        have q' := solve (hR (i + d + 1) s (by omega) hs) q
        rw [neg_zero, Matrix.mul_zero] at q'
        exact q'
    ext ⟨k, a⟩ u
    have hk : slab X k = 0 := by
      rcases le_total (k : ℕ) i with h | h
      · exact down (i - k) k (by omega)
      · have := up (k - i) (by omega)
        rwa [show (i : ℕ) + (k - i) = k by omega] at this
    have := congrFun (congrFun hk a) u
    simpa [slab] using this
  apply Matrix.mulVec_injective_iff_isUnit.1
  intro v w hvw
  have h := ker (Matrix.of fun x _ => (v - w) x) (by
    ext x u
    have h' : blockTridiag A B C N *ᵥ (v - w) = 0 := by
      rw [Matrix.mulVec_sub]; exact sub_eq_zero.2 hvw
    exact congrFun h' x)
  apply sub_eq_zero.1
  funext x
  exact congrFun (congrFun h x) ()

end

end TwoSidedSelfEnergy
```

Here the invertibility of $T$ is no longer assumed. Under the same pivot conditions, $T$ is invertible if and only if $A_i-\Sigma^L_i-\Sigma^R_r(i)$ is. For $T=z-H$, this means that $z$ is an eigenvalue of the finite chain exactly when the effective matrix at site $i$ is singular.

If $T$ is invertible, the previous theorem identifies the effective matrix as the inverse of the invertible block $G_{ii}$, so it is invertible.

For the converse, let the effective matrix be invertible and let $TX=0$. The effective equation gives $X_i=0$. To the left of $i$, the folded row equation is
$$(A_k-\Sigma^L_k)X_k=-B_kX_{k+1},$$
so $X_{k+1}=0$ implies $X_k=0$, and the zeros spread down to site $0$. To the right, with $s$ blocks beyond site $k+1$,
$$\bigl(A_{k+1}-\Sigma^R_s(k+1)\bigr)X_{k+1}=-C_kX_k,$$
so they spread up to site $N-1$. Hence $X=0$.

The steps `down` and `up` are these two back-substitutions, and `ker` collects the result for a matrix with a single column. The closing lines apply it to the difference of two vectors with the same image under $T$. That makes $T$ injective, and an injective finite square matrix is invertible.

```lean
#print axioms TwoSidedSelfEnergy.inverse_diagBlock
#print axioms TwoSidedSelfEnergy.isUnit_iff_effective
```

```
'TwoSidedSelfEnergy.inverse_diagBlock' depends on axioms: [propext, Classical.choice, Quot.sound]
'TwoSidedSelfEnergy.isUnit_iff_effective' depends on axioms: [propext, Classical.choice, Quot.sound]
```
